# The mean of a screened Coulomb (Yukawa) potential in a hydrogen-like 1s state

The theorem `yukawa_mean` concerns one particle in a normalised 1s orbital of radius a > 0, and the potential exp(−κr)/r of unit strength with κ ≥ 0. It states that the potential times the radial density is integrable over r > 0, so that the mean is finite, and that the mean equals 1/(a(1 + κa/2)²). The proof writes the integrand as 4/a³ times r exp(−(2/a + κ)r) and takes the integral of the latter from `exponential_moment`. What remains is an algebraic identity, in which 2/a + κ is factored as (2/a)(1 + κa/2) and the second factor is called `s`.

The first attempt, which Lean rejects:

```lean
import Mathlib

open MeasureTheory Set Filter Topology

namespace YukawaMean

noncomputable section

/-- Yukawa potential with inverse screening length `κ`, at distance `r > 0`. -/
def yukawa (κ r : ℝ) : ℝ := Real.exp (-(κ * r)) / r

/-- Radial 1s orbital of radius `a > 0`. -/
def orbital (a r : ℝ) : ℝ := 2 / √(a ^ 3) * Real.exp (-r / a)

/-- Radial probability density of the 1s orbital of radius `a > 0`. -/
def radialDensity (a r : ℝ) : ℝ := r ^ 2 * orbital a r ^ 2

variable {e0 einf l1 l2 a : ℝ}

/-- For `b > 0`, the function `r ^ n * exp (-b r)` is integrable on the half-line, with integral
`n! / b ^ (n + 1)`. -/
theorem exponential_moment (n : ℕ) {b : ℝ} (hb : 0 < b) :
    IntegrableOn (fun r : ℝ => r ^ n * Real.exp (-(b * r))) (Ioi 0) ∧
      ∫ r in Ioi (0 : ℝ), r ^ n * Real.exp (-(b * r)) = n.factorial / b ^ (n + 1) := by
  have h := Real.integral_rpow_mul_exp_neg_mul_Ioi (a := (n : ℝ) + 1) (r := b)
    (by positivity) hb
  have e : (1 / b) ^ ((n : ℝ) + 1) = 1 / b ^ (n + 1) := by
    rw [show (n : ℝ) + 1 = ((n + 1 : ℕ) : ℝ) by norm_num, Real.rpow_natCast, one_div_pow]
  rw [e, Real.Gamma_nat_eq_factorial, add_sub_cancel_right] at h
  simp only [Real.rpow_natCast] at h
  have hv : ∫ r in Ioi (0 : ℝ), r ^ n * Real.exp (-(b * r)) = n.factorial / b ^ (n + 1) := by
    rw [h]; ring
  refine ⟨?_, hv⟩
  -- a non-integrable function would have integral zero
  by_contra hn
  have hpos : 0 < (n.factorial : ℝ) / b ^ (n + 1) := by positivity
  exact hpos.ne' (hv.symm.trans (integral_undef hn))

/-- The 1s radial density of radius `a > 0` is `4 r² exp (-2r/a) / a³`. -/
theorem radialDensity_eq (ha : 0 < a) (r : ℝ) :
    radialDensity a r = 4 * r ^ 2 * Real.exp (-2 * r / a) / a ^ 3 := by
  have h : Real.exp (-r / a) ^ 2 = Real.exp (-2 * r / a) := by
    rw [← Real.exp_nat_mul]
    congr 1
    push_cast
    ring
  unfold radialDensity orbital
  rw [mul_pow, div_pow, Real.sq_sqrt (by positivity), h]
  ring

/-- In the 1s state of radius `a > 0`, a Yukawa potential with `κ ≥ 0` has the finite mean
`(1 + κa/2)⁻² / a`. -/
theorem yukawa_mean {κ : ℝ} (ha : 0 < a) (hκ : 0 ≤ κ) :
    IntegrableOn (fun r => yukawa κ r * radialDensity a r) (Ioi 0) ∧
      ∫ r in Ioi (0 : ℝ), yukawa κ r * radialDensity a r = 1 / (1 + κ * a / 2) ^ 2 / a := by
  obtain ⟨hi, hv⟩ := exponential_moment 1 (b := 2 / a + κ) (by positivity)
  have hF : EqOn (fun r => 4 / a ^ 3 * (r ^ 1 * Real.exp (-((2 / a + κ) * r))))
      (fun r => yukawa κ r * radialDensity a r) (Ioi 0) := by
    intro r hr
    have hr1 : r * r⁻¹ = 1 := mul_inv_cancel₀ (ne_of_gt hr)
    have hx : Real.exp (-((2 / a + κ) * r)) =
        Real.exp (-(κ * r)) * Real.exp (-2 * r / a) := by
      rw [← Real.exp_add]
      congr 1
      ring
    simp only [yukawa, radialDensity_eq ha, hx]
    linear_combination
      (-(4 * r * Real.exp (-(κ * r)) * Real.exp (-2 * r / a)) / a ^ 3) * hr1
  refine ⟨IntegrableOn.congr_fun (Integrable.const_mul hi _) hF measurableSet_Ioi, ?_⟩
  rw [← setIntegral_congr_fun measurableSet_Ioi hF, integral_const_mul, hv]
  have hs : 2 / a + κ = 2 / a * (1 + κ * a / 2) := by
    linear_combination (-κ) * mul_inv_cancel₀ ha.ne'
  have hp : 1 + κ * a / 2 ≠ 0 := by positivity
  rw [hs]
  generalize 1 + κ * a / 2 = s at hp
  simp only [Nat.factorial_one, Nat.cast_one]
  field_simp <;> ring

end

end YukawaMean
```

The compiler's answer:

```
Try this:
  [apply] ring_nf
  
  The `ring` tactic failed to close the goal. Use `ring_nf` to obtain a normal form.
    
  Note that `ring` works primarily in *commutative* rings. If you have a noncommutative ring, abelian group or module, consider using `noncomm_ring`, `abel` or `module` instead.
Main.lean:55:90: error: unsolved goals
a κ : ℝ
ha : 0 < a
hκ : 0 ≤ κ
hi : IntegrableOn (fun r => r ^ 1 * Real.exp (-((2 / a + κ) * r))) (Ioi 0) volume
hv : ∫ (r : ℝ) in Ioi 0, r ^ 1 * Real.exp (-((2 / a + κ) * r)) = ↑(Nat.factorial 1) / (2 / a + κ) ^ (1 + 1)
hF :
  EqOn (fun r => 4 / a ^ 3 * (r ^ 1 * Real.exp (-((2 / a + κ) * r)))) (fun r => yukawa κ r * radialDensity a r) (Ioi 0)
hs : 2 / a + κ = 2 / a * (1 + κ * a / 2)
s : ℝ
hp : s ≠ 0
⊢ s ^ 2 * 4 = s ^ 2 * a ^ 2 * a⁻¹ ^ 2 * 4
```

What went wrong. The error is in the last step, the algebraic identity. The first message says that `ring` could not close the goal; it then only normalised it, and the second message shows what was left. The two sides differ by the factor `a ^ 2 * a⁻¹ ^ 2`. This is 1 when `a` is nonzero, but `ring` does not use the hypothesis `ha`, so it cannot cancel the factor.

Cancelling it was the task of `field_simp`, but an inverse of `a` survived that step. It came from the power `(2 / a * s) ^ (1 + 1)`, which has a division inside it and whose exponent is the unevaluated sum `1 + 1`.

The added `rw` replaces this power by `4 * s ^ 2 / a ^ 2`, an equality that `ring` can prove without knowing that `a` is nonzero. The division by `a` is now in the open, with numeral exponents, and `field_simp` clears it and closes the goal. Dropping `<;> ring` is mere tidying, since no goal is left for it to act on.

This version goes through:

```diff
@@ -74,6 +74,7 @@
   rw [hs]
   generalize 1 + κ * a / 2 = s at hp
+  rw [show (2 / a * s) ^ (1 + 1) = 4 * s ^ 2 / a ^ 2 by ring]
   simp only [Nat.factorial_one, Nat.cast_one]
-  field_simp <;> ring
+  field_simp
 
 end
```
